# Smooth Translation-Invariant Potentials Obey Acoustic Sum Rules at Every Order

## Correcting computed force constants

Cubic force constants fitted to forces, or obtained from them by finite differences, generally carry numerical errors. A common next step is to adjust them until their sum over any one atom index is zero. For a smooth potential that is unchanged when all atoms move together, the exact force constants satisfy this condition at every order.

The hypothesis of translation invariance stands for the absence of external fields, walls and substrates fixed in space. At first order the rule says that the total force vanishes. At second order it says that a uniform translation is a zero mode of the Hessian. In a model of finitely many atoms with a smooth potential, the higher rules constrain the anharmonic terms used in phonon calculations.

## The rule and its converse

Let \(x\) be a configuration of \(N\) atoms in \(\mathbb R^d\), and let \(u_a\) be the displacement that moves every atom by the same vector \(a\). Write \(D^nV(x)[m_0,\dots,m_{n-1}]\) for the \(n\)-th derivative of the potential \(V\) applied to displacements \(m_0,\dots,m_{n-1}\). The acoustic sum rule of order \(n\) is

\[
D^nV(x)[m_0,\dots,m_{n-1}]=0\quad\text{whenever some } m_i=u_a,
\]

at every \(x\). For \(n=0\) there is no argument to choose and the rule is empty.

If \(V\) has \(k\ge1\) continuous derivatives, it is translation invariant if and only if it obeys the rules of all orders \(n\le k\). The case \(k=1\) shows that the first-order rule, required at every configuration, is already enough for invariance.

In Lean, `Config N d` is the space of configurations and displacements, `uniform a` is \(u_a\), and `iteratedFDeriv ℝ n V x` is \(D^nV(x)\). The hypothesis `ContDiff ℝ k V` asks for \(k\) continuous derivatives on the whole configuration space. This excludes potentials that diverge when atoms coincide, such as Coulomb or Lennard-Jones. Infinite crystals and the conditions from rotational invariance are not treated either.

## Derivation by induction on the order

**Derivatives are translation invariant.** Differentiating \(V(z+u_a)=V(z)\) \(n\) times in \(z\) gives \(D^nV(x+u_a)=D^nV(x)\).

**From order \(n\) to order \(n+1\).** By definition,

\[
D^{n+1}V(x)[m_0,\dots,m_n]=\frac{d}{dt}\Big|_{t=0}D^nV(x+tm_0)[m_1,\dots,m_n].
\]

- If \(m_0=u_a\), then \(tm_0=u_{ta}\), so the function of \(t\) is constant and its derivative is zero.
- If \(m_{j+1}=u_a\), the rule of order \(n\) makes \(D^nV(y)[m_1,\dots,m_n]\) zero at every \(y\), so its derivative is zero.

Symmetry of the derivatives is not used.

**Converse.** Put \(g(s)=V(x+su_a)\). The first-order rule gives \(g'(s)=DV(x+su_a)[u_a]=0\) for all \(s\). Hence \(g(1)=g(0)\), which is \(V(x+u_a)=V(x)\).

## Force constants and shifted arguments

Let \(e_{j,\alpha}\) be the unit displacement of atom \(j\) along Cartesian direction \(\alpha\). The force constant for atoms \(s_l\) and directions \(c_l\) is

\[
\Phi(s,c)=D^nV(x)[e_{s_0,c_0},\dots,e_{s_{n-1},c_{n-1}}].
\]

Let \(V\) be translation invariant with \(n\) continuous derivatives, and choose a slot \(i\), called `k` in `sum_forceConstant_eq_zero`. Since \(\sum_j e_{j,c_i}\) is the uniform translation by the unit vector along \(c_i\), linearity in that slot and the rule of order \(n\) give

\[
\sum_j\Phi(s_0,\dots,s_{i-1},j,s_{i+1},\dots,s_{n-1};c)=0 .
\]

Linearity also shows that replacing each \(m_i\) by \(m_i+u_{a_i}\) leaves \(D^nV(x)\) unchanged: in the expanded product, every term but the original contains a uniform translation and vanishes by the same rule.

## A uniform field and a pair potential

Let \(F\) be a fixed vector. The potential \(V(x)=\sum_i F\cdot x_i\) exerts the same force \(-F\) on every atom. Its first derivative is the same at every configuration, so all derivatives of order two and higher vanish and the corresponding rules hold. Yet \(V(u_F)-V(0)=N|F|^2\), which is nonzero for \(F\ne0\) and \(N\ge1\). The rules from second order upwards therefore cannot detect a uniform external force.

Potentials \(\sum_{i,j}\varphi(x_i-x_j)\) with \(\varphi\) in \(C^k\) satisfy both hypotheses, since the differences do not change under a common shift. The sum runs over ordered pairs and includes \(i=j\), which adds only the constant \(N\varphi(0)\).

## Invariance along some directions only

Atoms above a perfectly flat wall have a potential invariant only under translations parallel to the wall. The same derivation, with \(a\) restricted to those directions, gives the sum rules for parallel translations; this variant is argued here by hand and is not stated in the file.

## The Lean file

```lean
import Mathlib

open Finset

namespace AllOrderAcousticSumRules

noncomputable section

/-- Configurations (or displacements) of `N` atoms in `d`-dimensional space. -/
abbrev Config (N d : ℕ) := Fin N → EuclideanSpace ℝ (Fin d)

variable {N d : ℕ}

/-- The uniform translation that displaces every atom by the same vector `a`. -/
def uniform (a : EuclideanSpace ℝ (Fin d)) : Config N d := fun _ => a

/-- The potential does not change when all atoms are displaced by the same vector. -/
def TranslationInvariant (V : Config N d → ℝ) : Prop :=
  ∀ x a, V (x + uniform a) = V x

/-- The acoustic sum rule of order `n`: at every configuration the `n`-th derivative of the
potential vanishes when any one of its arguments is a uniform translation. -/
def AcousticSumRule (V : Config N d → ℝ) (n : ℕ) : Prop :=
  ∀ (x : Config N d) (m : Fin n → Config N d) (i : Fin n) (a : EuclideanSpace ℝ (Fin d)),
    m i = uniform a → iteratedFDeriv ℝ n V x m = 0

/-- The force constant of order `n` at configuration `x`: the derivative of the potential with
respect to the Cartesian coordinates `c l` of the atoms `s l`. -/
def forceConstant (V : Config N d → ℝ) (x : Config N d) {n : ℕ}
    (s : Fin n → Fin N) (c : Fin n → Fin d) : ℝ :=
  iteratedFDeriv ℝ n V x (fun l => Pi.single (s l) (EuclideanSpace.single (c l) (1 : ℝ)))

/-- The derivatives of a translation-invariant potential are the same at a configuration and at
its uniformly translated copy. -/
theorem iteratedFDeriv_translate {V : Config N d → ℝ} (hV : TranslationInvariant V) (n : ℕ)
    (x : Config N d) (a : EuclideanSpace ℝ (Fin d)) :
    iteratedFDeriv ℝ n V (x + uniform a) = iteratedFDeriv ℝ n V x := by
  have h : (fun z => V (z + uniform a)) = V := funext fun z => hV z a
  exact (iteratedFDeriv_comp_add_right n (uniform a) x).symm.trans (by rw [h])

/-- A translation-invariant potential with `n` continuous derivatives obeys the acoustic sum
rule of order `n`. -/
theorem acousticSumRule_of_invariant {V : Config N d → ℝ} (hinv : TranslationInvariant V)
    (n : ℕ) (hV : ContDiff ℝ n V) : AcousticSumRule V n := by
  induction n with
  | zero => intro x m i; exact i.elim0
  | succ n ih =>
    intro x m i a hm
    have hd : Differentiable ℝ (iteratedFDeriv ℝ n V) :=
      hV.differentiable_iteratedFDeriv (by exact_mod_cast Nat.lt_succ_self n)
    have hline := (hd x).hasFDerivAt.hasLineDerivAt (m 0)
    unfold HasLineDerivAt at hline
    rw [iteratedFDeriv_succ_apply_left]
    rcases Fin.eq_zero_or_eq_succ i with rfl | ⟨j, rfl⟩
    · -- the lower derivative is constant along the uniform translation
      have e : (fun t : ℝ => iteratedFDeriv ℝ n V (x + t • m 0)) =
          fun _ => iteratedFDeriv ℝ n V x := by
        funext t
        rw [hm]
        exact iteratedFDeriv_translate hinv n x (t • a)
      rw [e] at hline
      rw [hline.unique (hasDerivAt_const _ _)]
      rfl
    · -- the lower derivative, contracted with the other arguments, is identically zero
      have hz : ∀ y, iteratedFDeriv ℝ n V y (Fin.tail m) = 0 := fun y =>
        ih (hV.of_le (by exact_mod_cast Nat.le_succ n)) y (Fin.tail m) j a hm
      have h2 : HasDerivAt (fun t : ℝ => iteratedFDeriv ℝ n V (x + t • m 0) (Fin.tail m))
          (fderiv ℝ (iteratedFDeriv ℝ n V) x (m 0) (Fin.tail m)) 0 :=
        (ContinuousMultilinearMap.apply ℝ (fun _ : Fin n => Config N d) ℝ
          (Fin.tail m)).hasFDerivAt.comp_hasDerivAt 0 hline
      have e : (fun t : ℝ => iteratedFDeriv ℝ n V (x + t • m 0) (Fin.tail m)) =
          fun _ => 0 := funext fun t => hz _
      rw [e] at h2
      exact h2.unique (hasDerivAt_const _ _)

/-- A potential with `k ≥ 1` continuous derivatives is translation invariant if and only if it
obeys the acoustic sum rules of all orders up to `k`. -/
theorem invariant_iff_acousticSumRules {V : Config N d → ℝ} {k : ℕ} (hk : 1 ≤ k)
    (hV : ContDiff ℝ k V) :
    TranslationInvariant V ↔ ∀ n ≤ k, AcousticSumRule V n := by
  constructor
  · intro hinv n hn
    exact acousticSumRule_of_invariant hinv n (hV.of_le (by exact_mod_cast hn))
  · intro h x a
    have hdiff : Differentiable ℝ V :=
      hV.differentiable (by exact_mod_cast (by omega : k ≠ 0))
    have h1 : ∀ y, fderiv ℝ V y (uniform a) = 0 := fun y => by
      simpa [iteratedFDeriv_one_apply] using h 1 hk y (fun _ => uniform a) 0 a rfl
    -- the energy has zero slope along the line of uniform translations
    have hg : ∀ t : ℝ, HasDerivAt (fun s : ℝ => V (x + s • uniform a)) 0 t := by
      intro t
      have hl : HasDerivAt (fun s : ℝ => x + s • (uniform a : Config N d)) (uniform a) t := by
        simpa using ((hasDerivAt_id' t).smul_const (uniform a : Config N d)).const_add x
      have hc := (hdiff (x + t • uniform a)).hasFDerivAt.comp_hasDerivAt t hl
      rw [h1] at hc
      exact hc
    have hconst := is_const_of_deriv_eq_zero (fun t => (hg t).differentiableAt)
      (fun t => (hg t).deriv) 1 0
    simpa using hconst

/-- For a translation-invariant potential with `n` continuous derivatives, the `n`-th derivative at
any configuration is unchanged when each of its arguments is shifted by a uniform translation of its
own. -/
theorem iteratedFDeriv_add_uniform {V : Config N d → ℝ} (hinv : TranslationInvariant V)
    {n : ℕ} (hV : ContDiff ℝ n V) (x : Config N d) (m : Fin n → Config N d)
    (a : Fin n → EuclideanSpace ℝ (Fin d)) :
    iteratedFDeriv ℝ n V x (fun i => m i + uniform (a i)) = iteratedFDeriv ℝ n V x m := by
  change iteratedFDeriv ℝ n V x (m + fun i => uniform (a i)) = _
  -- expand by multilinearity: only the term without any translation survives
  rw [ContinuousMultilinearMap.map_add_univ, Finset.sum_eq_single Finset.univ]
  · simp
  · intro s _ hs
    obtain ⟨i, hi⟩ := not_forall.mp (fun h => hs (Finset.eq_univ_iff_forall.mpr h))
    exact acousticSumRule_of_invariant hinv n hV x _ i (a i) (by simp [hi])
  · simp

/-- For a translation-invariant potential with `n` continuous derivatives, the force constants of
order `n` at any configuration sum to zero over any one atom index, the other atoms and all
Cartesian directions being held fixed. -/
theorem sum_forceConstant_eq_zero {V : Config N d → ℝ} (hinv : TranslationInvariant V)
    {n : ℕ} (hV : ContDiff ℝ n V) (x : Config N d) (s : Fin n → Fin N) (c : Fin n → Fin d)
    (k : Fin n) : ∑ j, forceConstant V x (Function.update s k j) c = 0 := by
  let e : Fin n → EuclideanSpace ℝ (Fin d) := fun l => EuclideanSpace.single (c l) (1 : ℝ)
  let m : Fin n → Config N d := fun l => Pi.single (s l) (e l)
  let L := (iteratedFDeriv ℝ n V x).toMultilinearMap.toLinearMap m k
  have hterm : ∀ j, forceConstant V x (Function.update s k j) c = L (Pi.single j (e k)) := by
    intro j
    change iteratedFDeriv ℝ n V x _ =
      iteratedFDeriv ℝ n V x (Function.update m k (Pi.single j (e k)))
    congr 1
    funext l
    by_cases hl : l = k
    · subst hl
      simp [e]
    · simp [hl, m, e]
  -- moving each atom in turn by the same vector adds up to a uniform translation
  have hsum : ∑ j, (Pi.single j (e k) : Config N d) = uniform (e k) := by
    funext i
    simp [Finset.sum_apply, Pi.single_apply, uniform]
  rw [Finset.sum_congr rfl fun j _ => hterm j, ← map_sum, hsum]
  exact acousticSumRule_of_invariant hinv n hV x
    (Function.update m k (uniform (e k))) k (e k) (by simp)

/-- The potential `∑ i, F · x i`, linear in the positions of the atoms. -/
def linearPotential (F : EuclideanSpace ℝ (Fin d)) (x : Config N d) : ℝ :=
  ∑ i, inner ℝ F (x i)

/-- For `F ≠ 0` and at least one atom, the linear potential obeys every acoustic sum rule of
order two and higher but is not translation invariant. -/
theorem higher_rules_not_sufficient (hN : 0 < N) {F : EuclideanSpace ℝ (Fin d)} (hF : F ≠ 0) :
    (∀ n, 2 ≤ n → AcousticSumRule (linearPotential (N := N) F) n) ∧
      ¬ TranslationInvariant (linearPotential (N := N) F) := by
  constructor
  · intro n hn x m i a _
    obtain ⟨p, rfl⟩ : ∃ p, n = p + 1 + 1 := ⟨n - 2, by omega⟩
    let L : Config N d →L[ℝ] ℝ := ∑ i, (innerSL ℝ F).comp (ContinuousLinearMap.proj i)
    have hL : linearPotential (N := N) F = L := by
      funext y
      simp [linearPotential, L, _root_.sum_apply]
    -- the gradient is constant, so its derivatives vanish
    have hfd : (fun y => fderiv ℝ (linearPotential (N := N) F) y) = fun _ => L := by
      funext y
      rw [hL]
      exact L.fderiv
    have hc : iteratedFDeriv ℝ (p + 1)
        (fun y => fderiv ℝ (linearPotential (N := N) F) y) x = 0 := by
      rw [hfd, iteratedFDeriv_const_of_ne (by omega)]
      rfl
    rw [iteratedFDeriv_succ_apply_right, hc]
    rfl
  · intro h
    have h1 : (N : ℝ) * inner ℝ F F = 0 := by
      simpa [linearPotential, uniform] using h 0 F
    rcases mul_eq_zero.mp h1 with h2 | h2
    · have h3 : N = 0 := by exact_mod_cast h2
      omega
    · exact hF (inner_self_eq_zero.mp h2)

/-- The pair potential `∑ i j, φ (x i - x j)`. -/
def pairPotential (φ : EuclideanSpace ℝ (Fin d) → ℝ) (x : Config N d) : ℝ :=
  ∑ i, ∑ j, φ (x i - x j)

/-- A pair potential built from a function with `k` continuous derivatives has `k` continuous
derivatives and is translation invariant. -/
theorem pairPotential_witness {φ : EuclideanSpace ℝ (Fin d) → ℝ} {k : ℕ}
    (hφ : ContDiff ℝ k φ) :
    ContDiff ℝ k (pairPotential (N := N) φ) ∧
      TranslationInvariant (pairPotential (N := N) φ) := by
  constructor
  · have hp : ∀ i, ContDiff ℝ k (fun x : Config N d => x i) := fun i => contDiff_apply ℝ _ i
    exact ContDiff.sum fun i _ => ContDiff.sum fun j _ => hφ.comp ((hp i).sub (hp j))
  · intro x a
    simp [pairPotential, uniform]

end

end AllOrderAcousticSumRules
```

```lean
#print axioms AllOrderAcousticSumRules.invariant_iff_acousticSumRules
#print axioms AllOrderAcousticSumRules.iteratedFDeriv_add_uniform
#print axioms AllOrderAcousticSumRules.sum_forceConstant_eq_zero
#print axioms AllOrderAcousticSumRules.higher_rules_not_sufficient
```

```
'AllOrderAcousticSumRules.invariant_iff_acousticSumRules' depends on axioms: [propext, Classical.choice, Quot.sound]
'AllOrderAcousticSumRules.iteratedFDeriv_add_uniform' depends on axioms: [propext, Classical.choice, Quot.sound]
'AllOrderAcousticSumRules.sum_forceConstant_eq_zero' depends on axioms: [propext, Classical.choice, Quot.sound]
'AllOrderAcousticSumRules.higher_rules_not_sufficient' depends on axioms: [propext, Classical.choice, Quot.sound]
```

## How the proof follows the derivation

`iteratedFDeriv_translate` is the first step: it rewrites the shifted potential as `V` and uses the rule for differentiating a function composed with a translation.

`acousticSumRule_of_invariant` carries out the induction. The term `hline` is the derivative of the order-`n` tensor along `m 0`, and `Fin.eq_zero_or_eq_succ` separates the first slot from the others. In the first case the tensor itself is constant along the line. In the second, it is evaluated on the remaining arguments `Fin.tail m`, where the induction hypothesis makes it zero. Both cases end with uniqueness of the derivative.

In `invariant_iff_acousticSumRules`, `h1` extracts the first-order rule, `hg` is the chain rule for \(g\), and `is_const_of_deriv_eq_zero` compares \(g(1)\) with \(g(0)\).

`iteratedFDeriv_add_uniform` expands over subsets of slots with `map_add_univ`; only the full subset, which keeps every original argument, survives. In `sum_forceConstant_eq_zero`, `L` is the derivative as a linear function of the chosen slot, and `hsum` assembles the single-atom displacements into a uniform translation.

For the uniform field, `higher_rules_not_sufficient` differentiates the constant gradient `L`, then tests invariance at configuration `0` with translation `F`. In `pairPotential_witness`, smoothness follows from sums and compositions, and invariance from cancellation in `x i - x j`.
